# On a nearest-neighbour ring of L sites, polynomial traces of degree below L do not see the flux

A magnetic flux through a ring-shaped molecule drives a current. In the ground state it is given, up to constants, by the derivative of the energy with respect to the flux. Fermi-operator expansion replaces a function of the Hamiltonian by a polynomial p. What degree must p have before its trace responds to the flux?

## Counting walks round the ring

Take non-interacting electrons on sites i = 0, …, L − 1, counted modulo L, with real site energies ε_i and real hoppings t_i between i and i + 1. The flux enters through a phase φ proportional to it: the forward hop from L − 1 to 0 carries a factor exp(iφ), and the reverse hop carries the conjugate. Inside exp, i is the imaginary unit; elsewhere it labels a site. In the resulting Hamiltonian H_φ, written H for short, the element in row i and column j is read as the hop from i to j. Write T = ∏ t_i, and let c be the coefficient of x^L in p. If deg p ≤ L, then

Tr p(H_φ) − Tr p(H_0) = 2 L c T (cos φ − 1).

Put w = exp(iφ/L) and D = diag(w^i). In D⁻¹HD every forward hop carries w and every backward hop w⁻¹; on the closing bond, w^−(L−1) exp(iφ) = w. Diagonal elements of powers are unchanged, so

(H^k)_ii = Σ_d A_k,i(d) w^d,

where A_k,i(d) is the φ-independent total weight of closed k-step walks from i with net displacement d. A step is a hop, or a stay weighted by the site energy. Closure requires d to be a multiple of L, and |d| ≤ k.

For k < L only d = 0 remains. For k = L there are also d = ±L, each reached by a single walk of weight T that hops in one direction throughout. Hence

(H^L)_ii = A_L,i(0) + T(w^L + w^−L) = A_L,i(0) + 2T cos φ.

Multiplying by the coefficients of p, summing over powers and the L sites, and subtracting the value at φ = 0 gives the claim. Its φ-derivative is −2LcT sin φ.

## The Hamiltonian and its walks in Lean

```lean
import Mathlib

open Polynomial ComplexConjugate

namespace FermiOperatorRing

noncomputable section

variable {L : ℕ}
```

Sites are elements of `ZMod L`, so `-1` is the last site.

```lean
/-- The phase factor of the bond from site `i` to site `i + 1`: it is `exp (i φ)` on the bond
that closes the ring, from the last site `-1` to site `0`, and `1` on all others. -/
def bondPhase (φ : ℝ) (i : ZMod L) : ℂ :=
  if i = -1 then Complex.exp (φ * Complex.I) else 1
```

The three contributions to a matrix element are added. Choosing between them by nested conditions would lose a bond at L = 2, where i + 1 = i − 1.

```lean
/-- The Hamiltonian of a ring of `L` sites with site energies `ε i`, hoppings `t i` between
`i` and `i + 1`, and the phase `φ` on one bond. Contributions to the same matrix element add. -/
def ringH (ε t : ZMod L → ℝ) (φ : ℝ) : Matrix (ZMod L) (ZMod L) ℂ :=
  Matrix.of fun i j =>
    (if j = i then (ε i : ℂ) else 0)
    + (if j = i + 1 then (t i : ℂ) * bondPhase φ i else 0)
    + (if j = i - 1 then (t (i - 1) : ℂ) * conj (bondPhase φ (i - 1)) else 0)
```

`walkPoly` records displacement without negative powers: the coefficient of `X ^ m` belongs to d = m − k.

```lean
/-- Generating polynomial of the `k`-step walks from `i` to `j` without phases: a forward hop
carries `X ^ 2`, a stay carries `X`, and a backward hop carries `1`. -/
def walkPoly (ε t : ZMod L → ℝ) (j : ZMod L) : ℕ → ZMod L → ℂ[X]
  | 0, i => if i = j then 1 else 0
  | k + 1, i => C (ε i : ℂ) * (X * walkPoly ε t j k i)
      + C (t i : ℂ) * (X * (X * walkPoly ε t j k (i + 1)))
      + C (t (i - 1) : ℂ) * walkPoly ε t j k (i - 1)
```

Hermiticity follows because transposition exchanges forward and backward hops, whose phases are conjugate.

```lean
/-- The ring Hamiltonian is Hermitian for every phase. -/
theorem ringH_isHermitian (ε t : ZMod L → ℝ) (φ : ℝ) : (ringH ε t φ).IsHermitian := by
  refine Matrix.IsHermitian.ext fun i j => ?_
  have e1 : star (if i = j then (ε j : ℂ) else 0) = if j = i then (ε i : ℂ) else 0 := by
    by_cases h : i = j
    · subst h; simp
    · rw [if_neg h, if_neg (Ne.symm h), star_zero]
  -- a forward hop seen from one end is a backward hop seen from the other
  have e2 : star (if i = j + 1 then (t j : ℂ) * bondPhase φ j else 0)
      = if j = i - 1 then (t (i - 1) : ℂ) * conj (bondPhase φ (i - 1)) else 0 := by
    by_cases h : i = j + 1
    · subst h; simp
    · rw [if_neg h, if_neg (fun h' => h (by linear_combination -h')), star_zero]
  have e3 : star (if i = j - 1 then (t (j - 1) : ℂ) * conj (bondPhase φ (j - 1)) else 0)
      = if j = i + 1 then (t i : ℂ) * bondPhase φ i else 0 := by
    by_cases h : i = j - 1
    · subst h; simp
    · rw [if_neg h, if_neg (fun h' => h (by linear_combination -h')), star_zero]
  simp only [ringH, Matrix.of_apply, star_add]
  linear_combination e1 + e2 + e3
```

Induction on the number of steps gives the two facts about A_k,i(d): where it vanishes, and its value for one-directional walks.

```lean
/-- A `k`-step walk has net displacement `m - k` at most `k`, and this displacement must lead
from `i` to `j` on the ring; all other coefficients vanish. -/
theorem walk_support (ε t : ZMod L → ℝ) (j : ZMod L) (k : ℕ) : ∀ (i : ZMod L) (m : ℕ),
    (2 * k < m ∨ i + (m : ZMod L) ≠ j + (k : ZMod L)) →
      (walkPoly ε t j k i).coeff m = 0 := by
  induction k with
  | zero =>
    intro i m h
    by_cases hij : i = j
    · have hm : m ≠ 0 := by
        rintro rfl
        simp [hij] at h
      simp [walkPoly, hij, coeff_one, hm]
    · simp [walkPoly, hij]
  | succ k ih =>
    intro i m h
    have h1 : (X * walkPoly ε t j k i).coeff m = 0 := by
      rcases m with _ | m
      · simp
      · rw [coeff_X_mul]
        refine ih _ _ (h.imp (fun h => by omega) fun h h' => h ?_)
        push_cast
        linear_combination h'
    have h2 : (X * (X * walkPoly ε t j k (i + 1))).coeff m = 0 := by
      rcases m with _ | _ | m
      · simp
      · rw [coeff_X_mul]; simp
      · rw [coeff_X_mul, coeff_X_mul]
        refine ih _ _ (h.imp (fun h => by omega) fun h h' => h ?_)
        push_cast
        linear_combination h'
    have h3 : (walkPoly ε t j k (i - 1)).coeff m = 0 := by
      refine ih _ _ (h.imp (fun h => by omega) fun h h' => h ?_)
      push_cast
      linear_combination h'
    rw [walkPoly, coeff_add, coeff_add, coeff_C_mul, coeff_C_mul, coeff_C_mul, h1, h2, h3]
    ring

/-- The walk that always hops forward, and the one that always hops backward, have as weight
the product of the hoppings they pass. -/
theorem walk_extreme (ε t : ZMod L → ℝ) (j : ZMod L) (k : ℕ) : ∀ i : ZMod L,
    (i + (k : ZMod L) = j → (walkPoly ε t j k i).coeff (2 * k)
      = ∏ s ∈ Finset.range k, (t (i + (s : ZMod L)) : ℂ)) ∧
    (i = j + (k : ZMod L) → (walkPoly ε t j k i).coeff 0
      = ∏ s ∈ Finset.range k, (t (i - 1 - (s : ZMod L)) : ℂ)) := by
  induction k with
  | zero =>
    intro i
    constructor <;> intro h <;> simp at h <;> simp [walkPoly, h]
  | succ k ih =>
    intro i
    constructor
    · intro h
      have h1 := walk_support ε t j k i (2 * k + 1) (Or.inl (by omega))
      have h3 := walk_support ε t j k (i - 1) (2 * k + 1 + 1) (Or.inl (by omega))
      have h2 := (ih (i + 1)).1 (by push_cast at h; linear_combination h)
      have hp : ∏ s ∈ Finset.range k, (t (i + 1 + (s : ZMod L)) : ℂ)
          = ∏ s ∈ Finset.range k, (t (i + ((s + 1 : ℕ) : ZMod L)) : ℂ) :=
        Finset.prod_congr rfl fun s _ => by
          rw [show i + 1 + (s : ZMod L) = i + ((s + 1 : ℕ) : ZMod L) by push_cast; ring]
      rw [show 2 * (k + 1) = 2 * k + 1 + 1 by ring, walkPoly, coeff_add, coeff_add,
        coeff_C_mul, coeff_C_mul, coeff_C_mul, coeff_X_mul, coeff_X_mul, coeff_X_mul,
        h1, h2, h3, hp, Finset.prod_range_succ', Nat.cast_zero, add_zero]
      ring
    · intro h
      have h2 := (ih (i - 1)).2 (by push_cast at h; linear_combination h)
      have hp : ∏ s ∈ Finset.range k, (t (i - 1 - 1 - (s : ZMod L)) : ℂ)
          = ∏ s ∈ Finset.range k, (t (i - 1 - ((s + 1 : ℕ) : ZMod L)) : ℂ) :=
        Finset.prod_congr rfl fun s _ => by
          rw [show i - 1 - 1 - (s : ZMod L) = i - 1 - ((s + 1 : ℕ) : ZMod L) by
            push_cast; ring]
      simp only [walkPoly, coeff_add, mul_coeff_zero, coeff_C_zero, coeff_X_zero, zero_mul,
        mul_zero, zero_add]
      rw [h2, hp, Finset.prod_range_succ', Nat.cast_zero, sub_zero]
      ring
```

## From the gauge transformation to the moments

From here `NeZero L` requires L ≥ 1. In the next proof, `gauge` treats the closing bond separately, and `key` carries the transformed matrix powers through an induction on k.

```lean
variable [NeZero L]

/-- Spreading the phase evenly over the ring, with `w ^ L = exp (i φ)`, turns each diagonal
element of `H ^ k` into a sum over net displacements `m - k` with weight `w ^ (m - k)`. -/
theorem walk_expansion (ε t : ZMod L → ℝ) (φ : ℝ) :
    ∃ w : ℂ, w ≠ 0 ∧ w ^ L = Complex.exp (φ * Complex.I) ∧ ∀ (k : ℕ) (i : ZMod L),
      w ^ k * (ringH ε t φ ^ k) i i
        = ∑ m ∈ Finset.range (2 * k + 1), (walkPoly ε t i k i).coeff m * w ^ m := by
  have hL : (L : ℂ) ≠ 0 := Nat.cast_ne_zero.2 (NeZero.ne L)
  obtain ⟨w, hw0, hw⟩ : ∃ w : ℂ, w ≠ 0 ∧ w ^ L = Complex.exp (φ * Complex.I) :=
    ⟨Complex.exp (φ * Complex.I / L), Complex.exp_ne_zero _, by
      rw [← Complex.exp_nat_mul]
      congr 1
      field_simp⟩
  -- the gauge factor of site `i` is `w ^ i`
  have gauge : ∀ i : ZMod L, bondPhase φ i * w ^ (i + 1).val = w * w ^ i.val := by
    intro i
    have hi : ((i.val + 1 : ℕ) : ZMod L) = i + 1 := by
      rw [Nat.cast_add, ZMod.natCast_zmod_val, Nat.cast_one]
    have hv : (i + 1).val = (i.val + 1) % L := by rw [← hi, ZMod.val_natCast]
    rcases lt_or_eq_of_le (show i.val + 1 ≤ L from ZMod.val_lt i) with h | h
    · rw [Nat.mod_eq_of_lt h] at hv
      have hne : i ≠ -1 := by
        intro h'
        rw [h', neg_add_cancel, ZMod.val_zero] at hv
        omega
      rw [bondPhase, if_neg hne, hv]
      ring
    · rw [h, Nat.mod_self] at hv
      have hlast : i = -1 := by
        rw [h, ZMod.natCast_self] at hi
        linear_combination -hi
      have hm : w * w ^ i.val = w ^ L := by rw [← pow_succ', h]
      rw [hm, hw, hv, bondPhase, if_pos hlast, pow_zero, mul_one]
  have unit : ∀ i : ZMod L, conj (bondPhase φ i) * bondPhase φ i = 1 := by
    intro i
    unfold bondPhase
    split_ifs
    · rw [← Complex.exp_conj, ← Complex.exp_add]
      simp
    · simp
  have key : ∀ (j : ZMod L) (k : ℕ) (i : ZMod L),
      w ^ k * ((ringH ε t φ ^ k) i j * w ^ j.val)
        = w ^ i.val * (walkPoly ε t j k i).eval w := by
    intro j k
    induction k with
    | zero =>
      intro i
      by_cases h : i = j
      · subst h; simp [walkPoly]
      · simp [walkPoly, h]
    | succ k ih =>
      intro i
      have row : ∀ v : ZMod L → ℂ, ∑ l, ringH ε t φ i l * v l = (ε i : ℂ) * v i
          + (t i : ℂ) * bondPhase φ i * v (i + 1)
          + (t (i - 1) : ℂ) * conj (bondPhase φ (i - 1)) * v (i - 1) := by
        intro v
        simp [ringH, add_mul, Finset.sum_add_distrib, ite_mul]
      have hrow : (ringH ε t φ ^ (k + 1)) i j = (ε i : ℂ) * (ringH ε t φ ^ k) i j
          + (t i : ℂ) * bondPhase φ i * (ringH ε t φ ^ k) (i + 1) j
          + (t (i - 1) : ℂ) * conj (bondPhase φ (i - 1)) * (ringH ε t φ ^ k) (i - 1) j := by
        rw [pow_succ', Matrix.mul_apply]
        exact row (fun l => (ringH ε t φ ^ k) l j)
      have g := gauge (i - 1)
      rw [sub_add_cancel] at g
      have g' : w * conj (bondPhase φ (i - 1)) * w ^ (i - 1).val = w ^ i.val := by
        linear_combination (-conj (bondPhase φ (i - 1))) * g + w ^ i.val * unit (i - 1)
      rw [hrow]
      simp only [walkPoly, eval_add, eval_mul, eval_C, eval_X]
      linear_combination (ε i : ℂ) * w * ih i
        + (t i : ℂ) * bondPhase φ i * w * ih (i + 1)
        + (t (i - 1) : ℂ) * conj (bondPhase φ (i - 1)) * w * ih (i - 1)
        + (t i : ℂ) * w * (walkPoly ε t j k (i + 1)).eval w * gauge i
        + (t (i - 1) : ℂ) * (walkPoly ε t j k (i - 1)).eval w * g'
  refine ⟨w, hw0, hw, fun k i => ?_⟩
  have hd : (walkPoly ε t i k i).natDegree ≤ 2 * k :=
    natDegree_le_iff_coeff_eq_zero.2 fun m hm => walk_support ε t i k i m (Or.inl hm)
  rw [← eval_eq_sum_range' (Nat.lt_succ_of_le hd) w]
  apply mul_left_cancel₀ (pow_ne_zero i.val hw0)
  linear_combination key i k i
```

The possible windings come from m ≡ k modulo L and the bound on m.

```lean
/-- If `k ≤ L`, `m ≤ 2 * k` and `m` is congruent to `k` modulo `L`, then `m = k`, or else `k = L`
and `m` is `0` or `2 * L`. Here `m - k` stands for the net displacement of a closed `k`-step walk.
-/
theorem winding_cases {k m : ℕ} (hk : k ≤ L) (hm : m ≤ 2 * k)
    (h : (m : ZMod L) = (k : ZMod L)) : m = k ∨ (k = L ∧ (m = 0 ∨ m = 2 * L)) := by
  obtain ⟨q, hq⟩ := Nat.modEq_iff_dvd.1 ((ZMod.natCast_eq_natCast_iff m k L).1 h)
  have hL : (0 : ℤ) < L := by exact_mod_cast NeZero.pos L
  have hk' : (k : ℤ) ≤ L := by exact_mod_cast hk
  have hm' : (m : ℤ) ≤ 2 * k := by exact_mod_cast hm
  have hm0 : (0 : ℤ) ≤ m := Int.natCast_nonneg m
  have q1 : q ≤ 1 := by
    by_contra hc
    have : 2 ≤ q := by omega
    nlinarith
  have q2 : -1 ≤ q := by
    by_contra hc
    have : q ≤ -2 := by omega
    nlinarith
  interval_cases q <;> omega
```

These select the surviving terms for k < L and for k = L.

```lean
/-- For `k < L` the diagonal elements of `H ^ k` do not depend on the phase: they are the
weight of the closed walks with zero net displacement. -/
theorem moment_below (ε t : ZMod L → ℝ) (φ : ℝ) {k : ℕ} (hk : k < L) (i : ZMod L) :
    (ringH ε t φ ^ k) i i = (walkPoly ε t i k i).coeff k := by
  obtain ⟨w, hw0, -, h⟩ := walk_expansion ε t φ
  have hs : ∑ m ∈ Finset.range (2 * k + 1), (walkPoly ε t i k i).coeff m * w ^ m
      = (walkPoly ε t i k i).coeff k * w ^ k := by
    refine Finset.sum_eq_single k (fun m hm hne => ?_) (fun hn => ?_)
    · have hm' := Finset.mem_range.1 hm
      rw [walk_support ε t i k i m (Or.inr fun h' => ?_), zero_mul]
      rcases winding_cases hk.le (by omega) (add_left_cancel h') with h1 | h1
      · exact hne h1
      · omega
    · exact absurd (Finset.mem_range.2 (by omega)) hn
  apply mul_left_cancel₀ (pow_ne_zero k hw0)
  rw [h k i, hs, mul_comm]

/-- In `H ^ L` the two walks round the ring add `2 (∏ t) cos φ` to the phase-independent part
of each diagonal element. -/
theorem moment_ring (ε t : ZMod L → ℝ) (φ : ℝ) (i : ZMod L) :
    (ringH ε t φ ^ L) i i = (walkPoly ε t i L i).coeff L
      + ((2 * (∏ x, t x) * Real.cos φ : ℝ) : ℂ) := by
  obtain ⟨w, -, hw, h⟩ := walk_expansion ε t φ
  have hL := NeZero.pos L
  have hring : ∀ f : ZMod L → ℂ, ∏ s ∈ Finset.range L, f (s : ZMod L) = ∏ x, f x := fun f =>
    Finset.prod_nbij' (fun s : ℕ => (s : ZMod L)) ZMod.val (fun _ _ => Finset.mem_univ _)
      (fun x _ => Finset.mem_range.2 (ZMod.val_lt x))
      (fun s hs => by rw [ZMod.val_natCast, Nat.mod_eq_of_lt (Finset.mem_range.1 hs)])
      (fun x _ => ZMod.natCast_zmod_val x) (fun _ _ => rfl)
  have top : (walkPoly ε t i L i).coeff (2 * L) = ∏ x, (t x : ℂ) :=
    ((walk_extreme ε t i L i).1 (by simp)).trans
      ((hring fun x => (t (i + x) : ℂ)).trans
        (Equiv.prod_comp (Equiv.addLeft i) fun x => (t x : ℂ)))
  have bot : (walkPoly ε t i L i).coeff 0 = ∏ x, (t x : ℂ) :=
    ((walk_extreme ε t i L i).2 (by simp)).trans
      ((hring fun x => (t (i - 1 - x) : ℂ)).trans
        (Equiv.prod_comp (Equiv.subLeft (i - 1)) fun x => (t x : ℂ)))
  -- only the displacements `-L`, `0` and `L` close the walk
  have hs : ∑ m ∈ ({0, L, 2 * L} : Finset ℕ), (walkPoly ε t i L i).coeff m * w ^ m
      = ∑ m ∈ Finset.range (2 * L + 1), (walkPoly ε t i L i).coeff m * w ^ m := by
    refine Finset.sum_subset (fun m hm => ?_) (fun m hm hn => ?_)
    · simp only [Finset.mem_insert, Finset.mem_singleton] at hm
      exact Finset.mem_range.2 (by omega)
    · have hm' := Finset.mem_range.1 hm
      simp only [Finset.mem_insert, Finset.mem_singleton] at hn
      rw [walk_support ε t i L i m (Or.inr fun h' => ?_), zero_mul]
      have := winding_cases le_rfl (by omega) (add_left_cancel h')
      omega
  have e := h L i
  rw [← hs, Finset.sum_insert (by simp only [Finset.mem_insert, Finset.mem_singleton]; omega),
    Finset.sum_insert (by simp only [Finset.mem_singleton]; omega), Finset.sum_singleton,
    top, bot, pow_mul', hw] at e
  have hz : Complex.exp (φ * Complex.I) * (2 * Complex.cos φ)
      = Complex.exp (φ * Complex.I) ^ 2 + 1 := by
    have h1 : Complex.exp (φ * Complex.I) * Complex.exp (-φ * Complex.I) = 1 := by
      rw [← Complex.exp_add]
      simp
    rw [Complex.cos]
    linear_combination h1
  apply mul_left_cancel₀ (Complex.exp_ne_zero (φ * Complex.I))
  push_cast
  linear_combination e - (∏ x, (t x : ℂ)) * hz
```

## The response of the trace

`aeval (ringH ε t φ) p` is the matrix p(H_φ), and `p.coeff L` is c. The trace is complex, so the real right-hand side is cast to ℂ. The proof shows that every site responds equally, then sums.

```lean
/-- For a real polynomial `p` of degree at most `L`, with coefficient `c` of `x ^ L`, the phase
changes the trace of `p(H)` by `2 L c (∏ t) (cos φ - 1)`. -/
theorem trace_response (ε t : ZMod L → ℝ) (p : ℝ[X]) (hp : p.natDegree ≤ L) (φ : ℝ) :
    (aeval (ringH ε t φ) p).trace - (aeval (ringH ε t 0) p).trace
      = ((2 * L * p.coeff L * (∏ x, t x) * (Real.cos φ - 1) : ℝ) : ℂ) := by
  have key : ∀ (ψ : ℝ) (i : ZMod L), (aeval (ringH ε t ψ) p) i i
      = ∑ k ∈ Finset.range L, (p.coeff k : ℂ) * (walkPoly ε t i k i).coeff k
        + (p.coeff L : ℂ) * ((walkPoly ε t i L i).coeff L
          + ((2 * (∏ x, t x) * Real.cos ψ : ℝ) : ℂ)) := by
    intro ψ i
    rw [aeval_eq_sum_range' (show p.natDegree < L + 1 by omega), Matrix.sum_apply,
      Finset.sum_range_succ, Matrix.smul_apply, Complex.real_smul, moment_ring]
    congr 1
    refine Finset.sum_congr rfl fun k hk => ?_
    rw [Matrix.smul_apply, Complex.real_smul, moment_below ε t ψ (Finset.mem_range.1 hk)]
  -- every site responds equally
  have site : ∀ i : ZMod L, (aeval (ringH ε t φ) p) i i - (aeval (ringH ε t 0) p) i i
      = ((2 * p.coeff L * (∏ x, t x) * (Real.cos φ - 1) : ℝ) : ℂ) := by
    intro i
    rw [key, key, Real.cos_zero]
    push_cast
    ring
  rw [Matrix.trace, Matrix.trace, ← Finset.sum_sub_distrib]
  simp only [Matrix.diag_apply, site, Finset.sum_const, Finset.card_univ, ZMod.card,
    nsmul_eq_mul]
  push_cast
  ring
```

Among polynomials of degree at most L, with nonzero hoppings and cos φ ≠ 1, the response vanishes exactly when the degree is below L.

```lean
/-- If no hopping vanishes and `cos φ ≠ 1`, a polynomial of degree at most `L` gives the same
trace with and without the phase exactly when its degree is below `L`. -/
theorem trace_blind_iff (ε t : ZMod L → ℝ) (ht : ∀ x, t x ≠ 0) (p : ℝ[X])
    (hp : p.natDegree ≤ L) (φ : ℝ) (hφ : Real.cos φ ≠ 1) :
    (aeval (ringH ε t φ) p).trace = (aeval (ringH ε t 0) p).trace ↔ p.natDegree < L := by
  have h := trace_response ε t p hp φ
  constructor
  · intro he
    rw [he, sub_self] at h
    have h' := Complex.ofReal_eq_zero.1 h.symm
    have hT : ∏ x, t x ≠ 0 := Finset.prod_ne_zero_iff.2 fun x _ => ht x
    have hL : (L : ℝ) ≠ 0 := Nat.cast_ne_zero.2 (NeZero.ne L)
    have hc : p.coeff L = 0 := by
      by_contra hc
      exact mul_ne_zero (mul_ne_zero (mul_ne_zero (mul_ne_zero two_ne_zero hL) hc) hT)
        (sub_ne_zero.2 hφ) h'
    refine lt_of_le_of_ne hp fun hd => ?_
    have h0 : p = 0 := leadingCoeff_eq_zero.1 (by rw [leadingCoeff, hd]; exact hc)
    rw [h0, natDegree_zero] at hd
    exact NeZero.ne L hd.symm
  · intro hlt
    rw [coeff_eq_zero_of_natDegree_lt hlt] at h
    exact sub_eq_zero.1 (by rw [h]; simp)
```

The derivative follows by differentiating the trace formula.

```lean
/-- For a real polynomial `p` of degree at most `L`, with coefficient `c` of `x ^ L`, the
derivative of the trace of `p(H)` with respect to the phase is `-2 L c (∏ t) sin φ`. -/
theorem trace_hasDerivAt (ε t : ZMod L → ℝ) (p : ℝ[X]) (hp : p.natDegree ≤ L) (φ : ℝ) :
    HasDerivAt (fun ψ : ℝ => (aeval (ringH ε t ψ) p).trace)
      ((-(2 * L * p.coeff L * (∏ x, t x) * Real.sin φ) : ℝ) : ℂ) φ := by
  have hd := ((((Real.hasDerivAt_cos φ).sub_const 1).const_mul
    (2 * L * p.coeff L * (∏ x, t x))).ofReal_comp).const_add (aeval (ringH ε t 0) p).trace
  have hf : (fun ψ : ℝ => (aeval (ringH ε t ψ) p).trace)
      = fun ψ : ℝ => (aeval (ringH ε t 0) p).trace
        + ((2 * L * p.coeff L * (∏ x, t x) * (Real.cos ψ - 1) : ℝ) : ℂ) :=
    funext fun ψ => by linear_combination trace_response ε t p hp ψ
  rw [hf]
  exact hd.congr_deriv (by push_cast; ring)

end

end FermiOperatorRing
```

```lean
#print axioms FermiOperatorRing.ringH_isHermitian
#print axioms FermiOperatorRing.trace_blind_iff
#print axioms FermiOperatorRing.trace_hasDerivAt
```

```
'FermiOperatorRing.ringH_isHermitian' depends on axioms: [propext, Classical.choice, Quot.sound]
'FermiOperatorRing.trace_blind_iff' depends on axioms: [propext, Classical.choice, Quot.sound]
'FermiOperatorRing.trace_hasDerivAt' depends on axioms: [propext, Classical.choice, Quot.sound]
```

In this non-interacting nearest-neighbour model, an energy written as Tr p(H_φ) with p of degree below L therefore yields no ring current. If p stands for the Fermi function instead, the current is, up to constants, Tr p(H_φ) ∂H_φ/∂φ. This is the φ-derivative of Tr P(H_φ), where P is a polynomial with derivative p. As P is one degree higher than p, the current is sure to vanish only for deg p < L − 1. The polynomial is held fixed as φ varies; how well it approximates the true energy function is a separate question.
